# The mean inverse cube radius of circular hydrogenic orbits with n ≥ 2

An electron that orbits a magnetic nucleus with non-zero orbital angular momentum couples to the nuclear moment in two ways: through the magnetic field that its orbital motion produces at the nucleus, and through the dipolar coupling of its spin. Both couplings fall off as r⁻³, so their size in a given orbital is proportional to the mean value ⟨r⁻³⟩, with a factor that depends on the angular and spin state. This sheet computes that mean for the circular orbits of a one-electron atom, where the orbital quantum number has its largest value, l = n − 1, and the radial function has no nodes.

Atomic units are used throughout. The nucleus is a fixed point charge Z and the electron is non-relativistic. The reduced radial function, which is r times the radial wavefunction, is taken without its normalisation constant:

u(r) = rⁿ exp(−Zr/n)

The volume factor r² is already contained in u², so u² is the radial density. The mean of a radial quantity f is

⟨f⟩ = ∫ f(r) u(r)² dr / ∫ u(r)² dr, with both integrals over r > 0.

The denominator supplies the normalisation, so ⟨f⟩ is the value for the normalised orbital.

```lean
import Mathlib

open MeasureTheory Set

namespace CircularOrbitHyperfine

noncomputable section
```

In Lean, u is `circularRadial Z n`, with Z real and n a natural number.

```lean
/-- The unnormalised reduced radial function `r^n exp(-Z r / n)` of the circular orbit with
principal quantum number `n` and nuclear charge `Z`, in atomic units. -/
def circularRadial (Z : ℝ) (n : ℕ) (r : ℝ) : ℝ :=
  r ^ n * Real.exp (-(Z / n) * r)
```

The mean is `radialMean Z n f`, and the half-line r > 0 is `Ioi (0 : ℝ)`.

```lean
/-- The mean value of a radial quantity `f` in the circular orbit: the integral of `f` times the
radial density, divided by the integral of the density. -/
def radialMean (Z : ℝ) (n : ℕ) (f : ℝ → ℝ) : ℝ :=
  (∫ r in Ioi (0 : ℝ), f r * circularRadial Z n r ^ 2) /
    (∫ r in Ioi (0 : ℝ), circularRadial Z n r ^ 2)
```

## (a) The slope of the radial function

Show that u′(r) = (n/r − Z/n) u(r) for n ≥ 1 and r > 0.

By the product rule,

u′ = n rⁿ⁻¹ exp(−Zr/n) − (Z/n) rⁿ exp(−Zr/n),

and rⁿ⁻¹ = rⁿ/r turns the first term into (n/r) u.

`HasDerivAt` says that the derivative exists at the point `s` and has the stated value. The proof writes n as m + 1, differentiates the power (`hp`) and the exponential (`he`), and uses `hpow` for the step rⁿ⁻¹ = rⁿ/r.

```lean
/-- The logarithmic slope of the circular radial function is `n / r - Z / n`. -/
theorem hasDerivAt_circularRadial (Z : ℝ) {n : ℕ} (hn : n ≠ 0) {s : ℝ} (hs : 0 < s) :
    HasDerivAt (circularRadial Z n) (((n : ℝ) * s⁻¹ - Z / n) * circularRadial Z n s) s := by
  obtain ⟨m, rfl⟩ := Nat.exists_eq_succ_of_ne_zero hn
  have hp : HasDerivAt (fun r : ℝ => r ^ (m + 1)) (((m + 1 : ℕ) : ℝ) * s ^ m) s := by
    simpa using hasDerivAt_pow (m + 1) s
  have he := ((hasDerivAt_id' s).const_mul (-(Z / ((m + 1 : ℕ) : ℝ)))).exp
  have hpow : s ^ m = s ^ (m + 1) * s⁻¹ := by
    rw [pow_succ, mul_inv_cancel_right₀ hs.ne']
  refine HasDerivAt.congr_deriv (hp.fun_mul he) ?_
  simp only [circularRadial, Nat.succ_eq_add_one]
  rw [hpow]
  ring
```

## (b) The radial Schrödinger equation

Show that u solves the radial equation of the Coulomb potential −Z/r with l = n − 1, and find the energy.

Differentiate the result of (a) once more:

u″ = [−n/r² + (n/r − Z/n)²] u = [n(n − 1)/r² − 2Z/r + Z²/n²] u

Multiply by −1/2 and add the centrifugal and Coulomb terms. The terms in 1/r² and 1/r cancel, which leaves

−u″/2 + [n(n − 1)/(2r²) − Z/r] u = −(Z²/(2n²)) u.

Since l(l + 1) = n(n − 1) for l = n − 1, this is the required equation, with energy −Z²/(2n²).

The theorem states the differential equation at each r > 0. That u vanishes at the origin, and at infinity when Z > 0, can be read off its formula. A second derivative needs the first derivative on a whole neighbourhood of r, and `hev` provides it from (a). The product rule then gives `h2`, and `field_simp` and `ring` carry out the cancellation.

```lean
/-- The circular radial function solves the radial Schrödinger equation of the Coulomb potential
`-Z/r` with centrifugal constant `n (n - 1)` and energy `-Z² / (2 n²)`. -/
theorem circular_radial_equation (Z : ℝ) {n : ℕ} (hn : n ≠ 0) {r : ℝ} (hr : 0 < r) :
    -(1 / 2) * deriv (deriv (circularRadial Z n)) r
      + ((n : ℝ) * (n - 1) / (2 * r ^ 2) - Z / r) * circularRadial Z n r
      = -(Z ^ 2 / (2 * (n : ℝ) ^ 2)) * circularRadial Z n r := by
  have hev : deriv (circularRadial Z n) =ᶠ[nhds r]
      fun s => ((n : ℝ) * s⁻¹ - Z / n) * circularRadial Z n s := by
    filter_upwards [Ioi_mem_nhds hr] with s hs
    exact (hasDerivAt_circularRadial Z hn hs).deriv
  have hi : HasDerivAt (fun s : ℝ => (n : ℝ) * s⁻¹ - Z / n) ((n : ℝ) * (-(r ^ 2)⁻¹)) r :=
    ((hasDerivAt_inv hr.ne').const_mul _).sub_const _
  have h2 := hi.fun_mul (hasDerivAt_circularRadial Z hn hr)
  have hn' : (n : ℝ) ≠ 0 := Nat.cast_ne_zero.2 hn
  rw [hev.deriv_eq, h2.deriv]
  field_simp
  ring
```

## (c) The radial density

Write u² as a single power times a single exponential.

Squaring doubles both exponents:

u(r)² = r²ⁿ exp(−2Zr/n)

The Lean proof applies the same two rules, for the square of a power and the square of an exponential.

```lean
/-- The radial density of the circular orbit is `r^(2n) exp(-2 Z r / n)`. -/
theorem circularRadial_sq (Z : ℝ) (n : ℕ) (r : ℝ) :
    circularRadial Z n r ^ 2 = r ^ (2 * n) * Real.exp (-(2 * Z / n * r)) := by
  unfold circularRadial
  rw [mul_pow, ← pow_mul, ← Real.exp_nat_mul, mul_comm n 2]
  congr 2
  push_cast
  ring
```

## (d) Inverse moments

Let m and j be natural numbers with m + j = 2n, and let Z > 0 and n ≥ 1. Evaluate ∫ r⁻ʲ u² dr.

Put a = 2Z/n. The inverse power lowers the power in the density from 2n to m, so the integral is

Iₘ = ∫ rᵐ exp(−ar) dr.

Integration by parts gives Iₘ = (m/a) Iₘ₋₁ for m ≥ 1, and I₀ = 1/a. Hence

Iₘ = m!/aᵐ⁺¹.

The condition Z > 0 describes an attractive nucleus and makes the exponential decay. Stating the hypothesis as m + j = 2n avoids subtraction of natural numbers, and it limits the theorem to 0 ≤ j ≤ 2n. In the proof, `hcongr` combines the powers of r. Mathlib's Gamma integral, with Γ(m + 1) = m!, then takes the place of the repeated integration by parts.

```lean
/-- Inverse moments of the circular density: if `m + j = 2n`, the integral of `r^(-j)` times the
density is `m! / (2Z/n)^(m+1)`. -/
theorem inverse_moment {Z : ℝ} (hZ : 0 < Z) {n : ℕ} (hn : 0 < n) {m j : ℕ}
    (h : m + j = 2 * n) :
    ∫ r in Ioi (0 : ℝ), (r ^ j)⁻¹ * circularRadial Z n r ^ 2
      = (m.factorial : ℝ) / (2 * Z / n) ^ (m + 1) := by
  have hn' : (0 : ℝ) < n := Nat.cast_pos.2 hn
  have ha : 0 < 2 * Z / (n : ℝ) := by positivity
  -- the inverse power lowers the power of r in the density
  have hcongr : ∫ r in Ioi (0 : ℝ), (r ^ j)⁻¹ * circularRadial Z n r ^ 2
      = ∫ r in Ioi (0 : ℝ), r ^ m * Real.exp (-(2 * Z / n * r)) := by
    refine setIntegral_congr_fun measurableSet_Ioi (fun r hr => ?_)
    have hr' : 0 < r := hr
    have hj : r ^ j ≠ 0 := (pow_pos hr' j).ne'
    show (r ^ j)⁻¹ * circularRadial Z n r ^ 2 = r ^ m * Real.exp (-(2 * Z / n * r))
    rw [circularRadial_sq, ← h, pow_add, mul_comm (r ^ m) (r ^ j), mul_assoc,
      inv_mul_cancel_left₀ hj]
  -- what remains is Euler's Gamma integral
  have hG := Real.integral_rpow_mul_exp_neg_mul_Ioi
    (by positivity : (0 : ℝ) < (m : ℝ) + 1) ha
  rw [add_sub_cancel_right, Real.Gamma_nat_eq_factorial] at hG
  simp only [Real.rpow_natCast] at hG
  have e : (1 / (2 * Z / (n : ℝ))) ^ ((m : ℝ) + 1) = (1 / (2 * Z / (n : ℝ))) ^ (m + 1) := by
    exact_mod_cast Real.rpow_natCast (1 / (2 * Z / (n : ℝ))) (m + 1)
  rw [hcongr, hG, e, one_div, inv_pow, div_eq_mul_inv _ ((2 * Z / (n : ℝ)) ^ (m + 1))]
  exact mul_comm _ _
```

## (e) The hyperfine mean

For Z > 0 and n ≥ 2, find ⟨r⁻³⟩.

Use (d) with j = 3 for the numerator and j = 0 for the denominator:

∫ r⁻³ u² dr = (2n − 3)!/a²ⁿ⁻²

∫ u² dr = (2n)!/a²ⁿ⁺¹

In the ratio, three powers of a and three factors of the factorial survive:

⟨r⁻³⟩ = a³/[2n(2n − 1)(2n − 2)]

With a³ = 8Z³/n³ this becomes

⟨r⁻³⟩ = 2Z³/[n⁴(n − 1)(2n − 1)].

The Lean proof sets n = 2 + k, so that 2n − 3 becomes 2k + 1. The two moments are `hnum` and `hden`, and `hf` splits the larger factorial. The common power and the common factorial are then replaced by the letters `P` and `F`, known to be non-zero, and `field_simp` cancels them.

```lean
/-- The radial hyperfine integral: for a circular orbit with `n ≥ 2` and nuclear charge `Z`, the
mean of `r⁻³` is `2 Z³ / (n⁴ (n - 1) (2n - 1))`. -/
theorem mean_inv_cube {Z : ℝ} (hZ : 0 < Z) {n : ℕ} (hn : 2 ≤ n) :
    radialMean Z n (fun r => (r ^ 3)⁻¹)
      = 2 * Z ^ 3 / ((n : ℝ) ^ 4 * (n - 1) * (2 * n - 1)) := by
  obtain ⟨k, rfl⟩ := Nat.exists_eq_add_of_le hn
  have hnum := inverse_moment hZ (n := 2 + k) (by omega) (m := 2 * k + 1) (j := 3) (by ring)
  have hden := inverse_moment hZ (n := 2 + k) (by omega) (m := 2 * k + 4) (j := 0) (by ring)
  simp only [pow_zero, inv_one, one_mul] at hden
  -- three factors of the factorial survive in the ratio
  have hf : ((2 * k + 4).factorial : ℝ)
      = 2 * (2 + k) * (2 * k + 3) * (2 * (k + 1)) * ((2 * k + 1).factorial : ℝ) := by
    rw [show 2 * k + 4 = 2 * k + 1 + 1 + 1 + 1 from rfl]
    simp only [Nat.factorial_succ]
    push_cast
    ring
  have hF : ((2 * k + 1).factorial : ℝ) ≠ 0 := Nat.cast_ne_zero.2 (Nat.factorial_ne_zero _)
  have hP : (2 * Z / ((2 + k : ℕ) : ℝ)) ^ (2 * k + 1 + 1) ≠ 0 := by positivity
  unfold radialMean
  rw [hnum, hden, hf, show 2 * k + 4 + 1 = (2 * k + 1 + 1) + 3 from rfl, pow_add _ _ 3]
  generalize (2 * Z / ((2 + k : ℕ) : ℝ)) ^ (2 * k + 1 + 1) = P at hP ⊢
  generalize ((2 * k + 1).factorial : ℝ) = F at hF ⊢
  push_cast
  rw [show (2 + (k : ℝ)) - 1 = k + 1 by ring, show 2 * (2 + (k : ℝ)) - 1 = 2 * k + 3 by ring]
  have h1 : (2 + (k : ℝ)) ≠ 0 := by positivity
  have h2 : ((k : ℝ) + 1) ≠ 0 := by positivity
  have h3 : (2 * (k : ℝ) + 3) ≠ 0 := by positivity
  field_simp
```

In a program, the cancelled formula is also the safer one to evaluate: in double precision (2n)! overflows from n = 86 on, while the ratio stays harmless. On a radial grid that includes r = 0, the integrand should be coded as r²ⁿ⁻³ exp(−2Zr/n), since dividing the density by r³ gives 0/0 at the first point. For this one-electron model the closed form is a convenient check on a radial quadrature routine.

## (f) Hydrogen

Write the result for Z = 1 with explicit integrals.

The density is r²ⁿ exp(−2r/n), and (e) gives

∫ r⁻³ r²ⁿ exp(−2r/n) dr / ∫ r²ⁿ exp(−2r/n) dr = 2/[n⁴(n − 1)(2n − 1)].

For the 2p orbital, n = 2, the value is 1/24 in units of the inverse cubed Bohr radius.

This theorem does not mention `circularRadial` or `radialMean`, so it can be read without the definitions. Its proof recognises the density through (c) and sets Z = 1 in (e).

```lean
/-- The hydrogen case with the integrals written out: the density `r^(2n) exp(-2r/n)` has
mean inverse cube `2 / (n⁴ (n - 1) (2n - 1))` for `n ≥ 2`. -/
theorem hydrogen_inv_cube {n : ℕ} (hn : 2 ≤ n) :
    (∫ r in Ioi (0 : ℝ), (r ^ 3)⁻¹ * (r ^ (2 * n) * Real.exp (-(2 * r / n)))) /
      (∫ r in Ioi (0 : ℝ), r ^ (2 * n) * Real.exp (-(2 * r / n)))
      = 2 / ((n : ℝ) ^ 4 * (n - 1) * (2 * n - 1)) := by
  have e : ∀ r : ℝ, r ^ (2 * n) * Real.exp (-(2 * r / n)) = circularRadial 1 n r ^ 2 := by
    intro r
    rw [circularRadial_sq, show 2 * r / (n : ℝ) = 2 * 1 / n * r by ring]
  simp only [e]
  have h := mean_inv_cube one_pos hn
  rw [one_pow, mul_one] at h
  exact h
```

## (g) Balance of radial forces

Show that the mean Coulomb attraction equals the mean centrifugal force when Z > 0 and n ≥ 2:

Z⟨r⁻²⟩ = n(n − 1)⟨r⁻³⟩

Both means have the same denominator, so it is enough to compare numerators. By (d) with j = 2,

∫ r⁻² u² dr = (2n − 2)!/a²ⁿ⁻¹ = [(2n − 2)/a] ∫ r⁻³ u² dr,

and (2n − 2)/a = n(n − 1)/Z. Multiplying by Z gives the claim.

The centrifugal potential n(n − 1)/(2r²) has the outward force n(n − 1)/r³, so the identity says that the average radial force in this stationary state is zero. In the proof, `congr 1` removes the shared denominator, and `hf` relates the two factorials.

```lean
/-- Radial force balance: the mean Coulomb attraction `Z / r²` equals the mean centrifugal
force `n (n - 1) / r³` in a circular orbit with `n ≥ 2`. -/
theorem force_balance {Z : ℝ} (hZ : 0 < Z) {n : ℕ} (hn : 2 ≤ n) :
    Z * radialMean Z n (fun r => (r ^ 2)⁻¹)
      = (n : ℝ) * (n - 1) * radialMean Z n (fun r => (r ^ 3)⁻¹) := by
  obtain ⟨k, rfl⟩ := Nat.exists_eq_add_of_le hn
  have h3 := inverse_moment hZ (n := 2 + k) (by omega) (m := 2 * k + 1) (j := 3) (by ring)
  have h2 := inverse_moment hZ (n := 2 + k) (by omega) (m := 2 * k + 2) (j := 2) (by ring)
  have hf : ((2 * k + 2).factorial : ℝ) = 2 * (k + 1) * ((2 * k + 1).factorial : ℝ) := by
    rw [show 2 * k + 2 = 2 * k + 1 + 1 from rfl]
    simp only [Nat.factorial_succ]
    push_cast
    ring
  have hP : (2 * Z / ((2 + k : ℕ) : ℝ)) ^ (2 * k + 1 + 1) ≠ 0 := by positivity
  unfold radialMean
  rw [← mul_div_assoc, ← mul_div_assoc, h3, h2, hf,
    show 2 * k + 2 + 1 = (2 * k + 1 + 1) + 1 from rfl, pow_succ _ (2 * k + 1 + 1)]
  congr 1
  generalize (2 * Z / ((2 + k : ℕ) : ℝ)) ^ (2 * k + 1 + 1) = P at hP ⊢
  push_cast
  have h1 : (2 + (k : ℝ)) ≠ 0 := by positivity
  field_simp
  ring
```

The same division of moments with j = 1 gives, by hand, ⟨r⁻¹⟩ = a/(2n) = Z/n². The mean potential energy is then −Z²/n², twice the total energy found in (b), as the virial theorem requires. This neighbouring formula is not among the theorems of the file.

## (h) Where the integral converges

For Z > 0 and n ≥ 1, show that r⁻³u² is integrable on r > 0 exactly when n ≥ 2.

For n = 1 the integrand is exp(−2Zr)/r. On 0 < r ≤ 1 it is at least exp(−2Z)/r, whose integral diverges logarithmically at the nucleus. For n ≥ 2 the integrand is r²ⁿ⁻³ exp(−2Zr/n). The power is at least 1, so the integrand stays bounded near the origin, and the exponential controls large r.

The case n = 1 is the 1s state. It has no orbital angular momentum, and the angular average of its dipolar coupling vanishes, so its hyperfine splitting comes from the contact interaction, which ⟨r⁻³⟩ does not describe.

`IntegrableOn` expresses absolute convergence of the integral. For n = 1 the Lean proof follows the comparison above: it multiplies the integrand by exp(2Z), deduces that 1/r would be integrable on (0, 1], and contradicts the known divergence. For n ≥ 2 it takes a shorter route than the estimate by hand. Mathlib assigns the value zero to the integral of a non-integrable function, whereas (d) gives a positive value, so the function must be integrable.

```lean
/-- For `n ≥ 1`, the hyperfine integrand `r⁻³` times the circular density is integrable on
`r > 0` exactly when `n ≥ 2`. -/
theorem hyperfine_integrable_iff {Z : ℝ} (hZ : 0 < Z) {n : ℕ} (hn : 1 ≤ n) :
    IntegrableOn (fun r => (r ^ 3)⁻¹ * circularRadial Z n r ^ 2) (Ioi 0) ↔ 2 ≤ n := by
  constructor
  · intro h
    by_contra hlt
    obtain rfl : n = 1 := by omega
    -- near the nucleus the integrand dominates a multiple of 1/r
    have h1 : IntegrableOn (fun r : ℝ => r⁻¹) (Ioc 0 1) := by
      have hsub : Ioc (0 : ℝ) 1 ⊆ Ioi 0 := fun x hx => hx.1
      have h2 := Integrable.const_mul (h.mono_set hsub) (Real.exp (2 * Z))
      refine Integrable.mono' h2 measurable_inv.aestronglyMeasurable ?_
      filter_upwards [ae_restrict_mem measurableSet_Ioc] with r hr
      have hr0 : r ≠ 0 := hr.1.ne'
      have e : Real.exp (2 * Z) * ((r ^ 3)⁻¹ * circularRadial Z 1 r ^ 2)
          = r⁻¹ * Real.exp (2 * Z + -(2 * Z * r)) := by
        rw [circularRadial_sq, Real.exp_add]
        simp only [Nat.cast_one, div_one, mul_one]
        generalize Real.exp (2 * Z) = A
        generalize Real.exp (-(2 * Z * r)) = B
        field_simp
      have hexp : 1 ≤ Real.exp (2 * Z + -(2 * Z * r)) :=
        Real.one_le_exp (by nlinarith [mul_nonneg hZ.le (sub_nonneg.2 hr.2)])
      rw [Real.norm_of_nonneg (inv_nonneg.2 hr.1.le)]
      exact (le_mul_of_one_le_right (inv_nonneg.2 hr.1.le) hexp).trans e.symm.le
    have h3 := (intervalIntegrable_iff_integrableOn_Ioc_of_le zero_le_one).2 h1
    rcases intervalIntegrable_inv_iff.1 h3 with h4 | h4
    · exact zero_ne_one h4
    · exact h4 left_mem_uIcc
  · intro h2
    by_contra hni
    -- a non-integrable function would have integral zero, but the moment is positive
    have hz := integral_undef hni
    obtain ⟨k, rfl⟩ := Nat.exists_eq_add_of_le h2
    have hm := inverse_moment hZ (n := 2 + k) (by omega) (m := 2 * k + 1) (j := 3) (by ring)
    have hpos : 0 < ((2 * k + 1).factorial : ℝ) /
        (2 * Z / ((2 + k : ℕ) : ℝ)) ^ (2 * k + 1 + 1) := by positivity
    exact hpos.ne' (hm.symm.trans hz)

end

end CircularOrbitHyperfine
```

```lean
#print axioms CircularOrbitHyperfine.circular_radial_equation
#print axioms CircularOrbitHyperfine.hydrogen_inv_cube
#print axioms CircularOrbitHyperfine.force_balance
#print axioms CircularOrbitHyperfine.hyperfine_integrable_iff
```

```
'CircularOrbitHyperfine.circular_radial_equation' depends on axioms: [propext, Classical.choice, Quot.sound]
'CircularOrbitHyperfine.hydrogen_inv_cube' depends on axioms: [propext, Classical.choice, Quot.sound]
'CircularOrbitHyperfine.force_balance' depends on axioms: [propext, Classical.choice, Quot.sound]
'CircularOrbitHyperfine.hyperfine_integrable_iff' depends on axioms: [propext, Classical.choice, Quot.sound]
```
